# Field scaling and a pole-free energy equation for the classical diamagnetic Kepler problem

## Electron, field and units

A classical electron moves around a fixed nucleus of unit charge in a uniform magnetic field of strength $B$ along the $z$ axis. Units are atomic, so the electron mass is 1. Write $\mathbf r=(x,y,z)$ for the position, $\mathbf v$ for the velocity and $R=\sqrt{x^2+y^2+z^2}$ for the distance from the nucleus. The acceleration and energy are

$$\mathbf a_B(\mathbf r)=-\frac{\mathbf r}{R^3}-\frac{B^2}{4}(x,y,0),\qquad
E_B(\mathbf r,\mathbf v)=\frac{|\mathbf v|^2}{2}-\frac1R+\frac{B^2}{8}(x^2+y^2).$$

These are the equations in the frame that rotates about the field at the Larmor frequency $B/2$. The term linear in $B$ is absent there, and velocity equals canonical momentum.

A trajectory is a pair of curves $(\mathbf r,\mathbf v)$, defined for all real times, with $\mathbf r\neq0$, $\mathbf r'=\mathbf v$ and $\mathbf v'=\mathbf a_B(\mathbf r)$. Orbits that hit the nucleus are therefore excluded.

## One orbit for every field strength

Let $B>0$. The curve $\mathbf r(t)=B^{-2/3}\mathbf s(Bt)$, with velocity $B^{1/3}\mathbf u(Bt)$, is a trajectory in field $B$ exactly when $(\mathbf s,\mathbf u)$ is one in unit field. The energies at corresponding instants satisfy $E=B^{2/3}e$.

To derive this, start from any field $B$, stretch lengths by $c>0$ and multiply frequencies by $k$, with $c^3k^2=1$. Since $R$ becomes $cR$ and $c^{-2}=ck^2$,

$$\mathbf a_{kB}(c\mathbf r)=-\frac{\mathbf r}{c^2R^3}-\frac{ck^2B^2}{4}(x,y,0)=ck^2\,\mathbf a_B(\mathbf r).$$

The chain rule gives $[c\,\mathbf r(kt)]'=ck\,\mathbf v(kt)$ and $[ck\,\mathbf v(kt)]'=ck^2\mathbf a_B(\mathbf r(kt))$, which is the acceleration required in field $kB$. Trajectories thus go to trajectories. The factors $1/c$ and $1/k$ obey the same constraint and undo the map, which gives the converse.

For the energy, $c^2k^2=1/c$, so

$$E_{kB}(c\mathbf r,ck\mathbf v)=c^2k^2\frac{|\mathbf v|^2}{2}-\frac1{cR}+c^2k^2\frac{B^2}{8}(x^2+y^2)=\frac1c E_B(\mathbf r,\mathbf v).$$

Now start from unit field and put $k=B$, $c=B^{-2/3}$. Then $c^3k^2=1$, $ck=B^{1/3}$ and $1/c=B^{2/3}$.

In this classical one-electron model of a Rydberg atom, a numerical survey of orbits at different fields can therefore be done in unit field, with the scaled energy $e=B^{-2/3}E$ as parameter. The angular momentum $L_z$ about the field, when nonzero, is a second parameter and enters as $B^{1/3}L_z$.

## Circular orbits

Trajectories exist in every field. On a circle of radius $a>0$ in the plane $z=0$, traversed at angular frequency $\omega$, the acceleration is $-\omega^2\mathbf r$. The force gives $-(1/a^3+B^2/4)\mathbf r$. The two agree when $\omega^2=1/a^3+B^2/4$, which has a real solution $\omega$ for every $a>0$ and $B$.

## Removing the Coulomb pole

Take motion in a plane containing the field axis, with coordinates $(\rho,z)$ and momenta $(p,q)$ along them. The angular momentum about the field is zero, so there is no centrifugal term. Set

$$\rho=\mu\nu,\qquad z=\tfrac12(\mu^2-\nu^2).$$

The induced momenta follow from

$$p\,d\rho+q\,dz=(\nu p+\mu q)\,d\mu+(\mu p-\nu q)\,d\nu,$$

so $p_\mu=\nu p+\mu q$ and $p_\nu=\mu p-\nu q$. Their cross terms cancel on squaring: $p_\mu^2+p_\nu^2=(\mu^2+\nu^2)(p^2+q^2)$. Also $R^2=\mu^2\nu^2+(\mu^2-\nu^2)^2/4=(\mu^2+\nu^2)^2/4$, so $R=(\mu^2+\nu^2)/2$.

In unit field the energy is

$$H=\frac{p^2+q^2}{2}-\frac{2}{\mu^2+\nu^2}+\frac{\mu^2\nu^2}{8}.$$

Multiplying $H-e$ by $\mu^2+\nu^2$ gives $K-2$, where

$$K=\frac{p_\mu^2+p_\nu^2}{2}-e(\mu^2+\nu^2)+\frac{\mu^2\nu^2(\mu^2+\nu^2)}{8}.$$

Away from the nucleus the factor is nonzero, so $H=e$ if and only if $K=2$.

The nucleus itself is the limiting case $\mu=\nu=0$. If $p_\mu,p_\nu$ are treated there as independent variables, $K=2$ reads $p_\mu^2+p_\nu^2=4$. These momenta stay finite, whereas $p^2+q^2$ diverges on approach.

## How the Lean statements encode this

Vectors are functions `Fin 3 → ℝ`, with indices 0, 1, 2 for $x,y,z$. The Euclidean length is defined explicitly as `radius`, because the built-in norm on this type is the largest absolute component. `IsTrajectory B r v` is the definition of a trajectory above, and the exponents in `B ^ (-2 / 3 : ℝ)` are real powers.

`field_scaling` contains the equivalence of trajectories and the energy relation. The latter is an identity at each instant for arbitrary curves; conservation of energy is not part of it. At $\mathbf r=0$, Lean's convention $1/0=0$ makes that identity true but physically empty.

`semiPos` places the meridional plane at $y=0$ and allows either sign of $\mu\nu$, so $\rho$ is a signed coordinate. `regularisation` is the equivalence $H=e\Leftrightarrow K=2$, assuming `μ ≠ 0 ∨ ν ≠ 0`. `regularisation_any_field` extends it to every $B>0$, for position $B^{-2/3}(\rho,0,z)$, momentum $B^{1/3}(p,0,q)$ and energy $B^{2/3}e$. These theorems concern the energy equation, not the equations of motion generated by $K$.

A laboratory-frame model would use the velocity-dependent Lorentz force. `accel` would then need the velocity as an argument, and the energy would lose its diamagnetic term. Counting factors suggests the same exponents, since velocity times field also scales by $ck^2$.

```lean
import Mathlib

noncomputable section

namespace DiamagneticKepler

/-- Distance of the electron from the nucleus. -/
def radius (r : Fin 3 → ℝ) : ℝ := √(r 0 ^ 2 + r 1 ^ 2 + r 2 ^ 2)

/-- Coulomb plus diamagnetic acceleration in atomic units, for a field `B` along the third axis
and a position `r ≠ 0`. -/
def accel (B : ℝ) (r : Fin 3 → ℝ) : Fin 3 → ℝ :=
  (-(1 / radius r ^ 3)) • r - (B ^ 2 / 4) • ![r 0, r 1, 0]

/-- Kinetic, Coulomb and diamagnetic energy at position `r ≠ 0` and velocity `v`. -/
def energy (B : ℝ) (r v : Fin 3 → ℝ) : ℝ :=
  (v 0 ^ 2 + v 1 ^ 2 + v 2 ^ 2) / 2 - 1 / radius r + B ^ 2 / 8 * (r 0 ^ 2 + r 1 ^ 2)

/-- The curve `r` with velocity `v` never meets the nucleus and obeys Newton's equation
in the field `B`. -/
def IsTrajectory (B : ℝ) (r v : ℝ → Fin 3 → ℝ) : Prop :=
  ∀ t, r t ≠ 0 ∧ HasDerivAt r (v t) t ∧ HasDerivAt v (accel B (r t)) t

/-- Stretching the position by `c ≥ 0` stretches the distance from the nucleus by `c`. -/
theorem radius_smul {c : ℝ} (hc : 0 ≤ c) (r : Fin 3 → ℝ) :
    radius (c • r) = c * radius r := by
  have h : (c • r) 0 ^ 2 + (c • r) 1 ^ 2 + (c • r) 2 ^ 2
      = c ^ 2 * (r 0 ^ 2 + r 1 ^ 2 + r 2 ^ 2) := by
    simp only [Pi.smul_apply, smul_eq_mul]
    ring
  unfold radius
  rw [h, Real.sqrt_mul (sq_nonneg c), Real.sqrt_sq hc]

/-- If lengths scale by `c` and frequencies by `k` with `c³k² = 1`, the acceleration in the
field `k B` is `c k²` times the one in the field `B`. -/
theorem accel_smul {c k : ℝ} (hc : 0 < c) (h : c ^ 3 * k ^ 2 = 1) (B : ℝ) (r : Fin 3 → ℝ) :
    accel (k * B) (c • r) = (c * k ^ 2) • accel B r := by
  have hk : k ^ 2 = 1 / c ^ 3 := by
    rw [eq_div_iff (by positivity)]
    linarith
  have hR : 1 / (c * radius r) ^ 3 = k ^ 2 * (1 / radius r ^ 3) := by
    rw [hk]
    ring
  unfold accel
  rw [radius_smul hc.le, hR]
  ext i
  fin_cases i
  · show -(k ^ 2 * (1 / radius r ^ 3)) * (c * r 0) - (k * B) ^ 2 / 4 * (c * r 0)
      = c * k ^ 2 * (-(1 / radius r ^ 3) * r 0 - B ^ 2 / 4 * r 0)
    ring
  · show -(k ^ 2 * (1 / radius r ^ 3)) * (c * r 1) - (k * B) ^ 2 / 4 * (c * r 1)
      = c * k ^ 2 * (-(1 / radius r ^ 3) * r 1 - B ^ 2 / 4 * r 1)
    ring
  · show -(k ^ 2 * (1 / radius r ^ 3)) * (c * r 2) - (k * B) ^ 2 / 4 * 0
      = c * k ^ 2 * (-(1 / radius r ^ 3) * r 2 - B ^ 2 / 4 * 0)
    ring

/-- If positions are multiplied by `c`, velocities by `c k` and the field by `k`, with `c > 0` and
`c³k² = 1`, the energy is divided by `c`. -/
theorem energy_smul {c k : ℝ} (hc : 0 < c) (h : c ^ 3 * k ^ 2 = 1) (B : ℝ)
    (r v : Fin 3 → ℝ) :
    energy (k * B) (c • r) ((c * k) • v) = c⁻¹ * energy B r v := by
  have hk : c ^ 2 * k ^ 2 = c⁻¹ :=
    eq_inv_of_mul_eq_one_left (by linear_combination h)
  unfold energy
  rw [radius_smul hc.le]
  simp only [Pi.smul_apply, smul_eq_mul]
  linear_combination ((v 0 ^ 2 + v 1 ^ 2 + v 2 ^ 2) / 2
    + B ^ 2 / 8 * (r 0 ^ 2 + r 1 ^ 2)) * hk

/-- A trajectory in the field `B`, rescaled in space by `c` and in frequency by `k` with
`c³k² = 1`, is a trajectory in the field `k B`. -/
theorem IsTrajectory.rescale {c k B : ℝ} {r v : ℝ → Fin 3 → ℝ} (H : IsTrajectory B r v)
    (hc : 0 < c) (h : c ^ 3 * k ^ 2 = 1) :
    IsTrajectory (k * B) (fun t => c • r (k * t)) (fun t => (c * k) • v (k * t)) := by
  intro t
  obtain ⟨h0, h1, h2⟩ := H (k * t)
  have hk : HasDerivAt (fun t => k * t) k t := by
    simpa using (hasDerivAt_id' t).const_mul k
  -- the chain rule gives one factor `k` for each time derivative
  have d1 : HasDerivAt (fun t => c • r (k * t)) (c • k • v (k * t)) t :=
    (h1.scomp t hk).const_smul c
  have d2 : HasDerivAt (fun t => (c * k) • v (k * t))
      ((c * k) • k • accel B (r (k * t))) t :=
    (h2.scomp t hk).const_smul (c * k)
  have e2 : (c * k) • k • accel B (r (k * t)) = accel (k * B) (c • r (k * t)) := by
    rw [accel_smul hc h, smul_smul]
    congr 1
    ring
  rw [smul_smul] at d1
  rw [e2] at d2
  exact ⟨smul_ne_zero hc.ne' h0, d1, d2⟩

/-- Scaling law of the diamagnetic Kepler problem: `B^(-2/3) s(Bt)` is a trajectory in the field
`B > 0` iff `s` is one in unit field, and the energies are related by `E = B^(2/3) e`. -/
theorem field_scaling {B : ℝ} (hB : 0 < B) (s u : ℝ → Fin 3 → ℝ) :
    (IsTrajectory B (fun t => B ^ (-2 / 3 : ℝ) • s (B * t))
        (fun t => B ^ (1 / 3 : ℝ) • u (B * t)) ↔ IsTrajectory 1 s u) ∧
    ∀ t, energy B (B ^ (-2 / 3 : ℝ) • s (B * t)) (B ^ (1 / 3 : ℝ) • u (B * t))
      = B ^ (2 / 3 : ℝ) * energy 1 (s (B * t)) (u (B * t)) := by
  have hv : B ^ (1 / 3 : ℝ) = B ^ (-2 / 3 : ℝ) * B := by
    have h := Real.rpow_add hB (-2 / 3) 1
    rw [Real.rpow_one] at h
    rw [← h]
    norm_num
  have hE : B ^ (2 / 3 : ℝ) = (B ^ (-2 / 3 : ℝ))⁻¹ := by
    rw [← Real.rpow_neg hB.le]
    norm_num
  have h3 : (B ^ (-2 / 3 : ℝ)) ^ 3 * B ^ 2 = 1 := by
    rw [← Real.rpow_natCast (B ^ (-2 / 3 : ℝ)) 3, ← Real.rpow_mul hB.le,
      ← Real.rpow_natCast B 2, ← Real.rpow_add hB]
    norm_num
  have hc : 0 < B ^ (-2 / 3 : ℝ) := Real.rpow_pos_of_pos hB _
  rw [hv, hE]
  generalize B ^ (-2 / 3 : ℝ) = c at h3 hc
  refine ⟨⟨fun H => ?_, fun H => ?_⟩, fun t => ?_⟩
  · -- undo the scaling with the inverse factors
    have h3' : c⁻¹ ^ 3 * B⁻¹ ^ 2 = 1 := by
      rw [inv_pow, inv_pow, ← mul_inv, h3, inv_one]
    have h : IsTrajectory (B⁻¹ * B) (fun t => c⁻¹ • c • s (B * (B⁻¹ * t)))
        (fun t => (c⁻¹ * B⁻¹) • (c * B) • u (B * (B⁻¹ * t))) :=
      H.rescale (inv_pos.mpr hc) h3'
    have e1 : (fun t => c⁻¹ • c • s (B * (B⁻¹ * t))) = s := by
      funext t
      rw [smul_smul, inv_mul_cancel₀ hc.ne', one_smul, mul_inv_cancel_left₀ hB.ne']
    have e2 : (fun t => (c⁻¹ * B⁻¹) • (c * B) • u (B * (B⁻¹ * t))) = u := by
      funext t
      have e : c⁻¹ * B⁻¹ * (c * B) = 1 := by
        rw [← mul_inv, inv_mul_cancel₀ (mul_pos hc hB).ne']
      rw [smul_smul, e, one_smul, mul_inv_cancel_left₀ hB.ne']
    rwa [inv_mul_cancel₀ hB.ne', e1, e2] at h
  · have h := H.rescale hc h3
    rwa [mul_one] at h
  · have h := energy_smul hc h3 1 (s (B * t)) (u (B * t))
    rwa [mul_one] at h

/-- A circular orbit of radius `a` perpendicular to the field is a trajectory when its angular
frequency obeys `ω² = 1/a³ + B²/4`. -/
theorem circular_orbit_witness {a ω B : ℝ} (ha : 0 < a) (hω : ω ^ 2 = 1 / a ^ 3 + B ^ 2 / 4) :
    IsTrajectory B (fun t => ![a * Real.cos (ω * t), a * Real.sin (ω * t), 0])
      (fun t => ![-(a * ω * Real.sin (ω * t)), a * ω * Real.cos (ω * t), 0]) := by
  intro t
  have hR : radius ![a * Real.cos (ω * t), a * Real.sin (ω * t), 0] = a := by
    have h : (a * Real.cos (ω * t)) ^ 2 + (a * Real.sin (ω * t)) ^ 2 + (0 : ℝ) ^ 2 = a ^ 2 := by
      linear_combination a ^ 2 * Real.sin_sq_add_cos_sq (ω * t)
    show √((a * Real.cos (ω * t)) ^ 2 + (a * Real.sin (ω * t)) ^ 2 + (0 : ℝ) ^ 2) = a
    rw [h, Real.sqrt_sq ha.le]
  have hne : ![a * Real.cos (ω * t), a * Real.sin (ω * t), 0] ≠ (0 : Fin 3 → ℝ) := by
    intro h
    have h0 : radius 0 = 0 := by simp [radius]
    rw [h, h0] at hR
    exact ha.ne hR
  -- the acceleration is `-ω²` times the position
  have hA : accel B ![a * Real.cos (ω * t), a * Real.sin (ω * t), 0]
      = ![-(ω ^ 2 * (a * Real.cos (ω * t))), -(ω ^ 2 * (a * Real.sin (ω * t))), 0] := by
    unfold accel
    rw [hR]
    ext i
    fin_cases i
    · show -(1 / a ^ 3) * (a * Real.cos (ω * t)) - B ^ 2 / 4 * (a * Real.cos (ω * t))
        = -(ω ^ 2 * (a * Real.cos (ω * t)))
      linear_combination (a * Real.cos (ω * t)) * hω
    · show -(1 / a ^ 3) * (a * Real.sin (ω * t)) - B ^ 2 / 4 * (a * Real.sin (ω * t))
        = -(ω ^ 2 * (a * Real.sin (ω * t)))
      linear_combination (a * Real.sin (ω * t)) * hω
    · show -(1 / a ^ 3) * (0 : ℝ) - B ^ 2 / 4 * 0 = 0
      ring
  have hk : HasDerivAt (fun t => ω * t) ω t := by
    simpa using (hasDerivAt_id' t).const_mul ω
  refine ⟨hne, ?_, ?_⟩
  · rw [hasDerivAt_pi]
    intro i
    fin_cases i
    · exact (hk.cos.const_mul a).congr_deriv
        (show _ = -(a * ω * Real.sin (ω * t)) by ring)
    · exact (hk.sin.const_mul a).congr_deriv
        (show _ = a * ω * Real.cos (ω * t) by ring)
    · exact hasDerivAt_const t (0 : ℝ)
  · show HasDerivAt _ (accel B ![a * Real.cos (ω * t), a * Real.sin (ω * t), 0]) t
    rw [hA, hasDerivAt_pi]
    intro i
    fin_cases i
    · exact (hk.sin.const_mul (a * ω)).neg.congr_deriv
        (show _ = -(ω ^ 2 * (a * Real.cos (ω * t))) by ring)
    · exact (hk.cos.const_mul (a * ω)).congr_deriv
        (show _ = -(ω ^ 2 * (a * Real.sin (ω * t))) by ring)
    · exact hasDerivAt_const t (0 : ℝ)

/-- The point of the meridional plane with `ρ = μν` and `z = (μ² - ν²)/2`. -/
def semiPos (μ ν : ℝ) : Fin 3 → ℝ := ![μ * ν, 0, (μ ^ 2 - ν ^ 2) / 2]

/-- Momentum conjugate to `μ`, from the cylindrical momenta `p` (along `ρ`) and `q` (along `z`). -/
def pMu (μ ν p q : ℝ) : ℝ := ν * p + μ * q

/-- Momentum conjugate to `ν`, from the cylindrical momenta `p` (along `ρ`) and `q` (along `z`). -/
def pNu (μ ν p q : ℝ) : ℝ := μ * p - ν * q

/-- The regularised Hamiltonian at energy parameter `e`, in unit field. -/
def regularH (e μ ν P Q : ℝ) : ℝ :=
  (P ^ 2 + Q ^ 2) / 2 - e * (μ ^ 2 + ν ^ 2) + μ ^ 2 * ν ^ 2 * (μ ^ 2 + ν ^ 2) / 8

/-- The semiparabolic momenta are the canonically induced ones: along every differentiable curve
`p_ρ ρ' + p_z z' = p_μ μ' + p_ν ν'`. -/
theorem momenta_canonical {μ ν : ℝ → ℝ} {μ' ν' t : ℝ} (hμ : HasDerivAt μ μ' t)
    (hν : HasDerivAt ν ν' t) (p q : ℝ) :
    p * deriv (fun t => μ t * ν t) t + q * deriv (fun t => (μ t ^ 2 - ν t ^ 2) / 2) t
      = pMu (μ t) (ν t) p q * μ' + pNu (μ t) (ν t) p q * ν' := by
  have h2 : HasDerivAt (fun t => (μ t ^ 2 - ν t ^ 2) / 2) (μ t * μ' - ν t * ν') t :=
    (((hμ.fun_pow 2).fun_sub (hν.fun_pow 2)).div_const 2).congr_deriv (by norm_num; ring)
  rw [(hμ.fun_mul hν).deriv, h2.deriv]
  unfold pMu pNu
  ring

/-- Away from the nucleus, the meridional energy in unit field equals `e` iff the regularised
Hamiltonian equals `2`. -/
theorem regularisation {μ ν : ℝ} (h : μ ≠ 0 ∨ ν ≠ 0) (e p q : ℝ) :
    energy 1 (semiPos μ ν) ![p, 0, q] = e ↔
      regularH e μ ν (pMu μ ν p q) (pNu μ ν p q) = 2 := by
  have hs : μ ^ 2 + ν ^ 2 ≠ 0 := by
    rcases h with h | h <;> positivity
  have hR : radius (semiPos μ ν) = (μ ^ 2 + ν ^ 2) / 2 := by
    have h1 : (μ * ν) ^ 2 + (0 : ℝ) ^ 2 + ((μ ^ 2 - ν ^ 2) / 2) ^ 2
        = ((μ ^ 2 + ν ^ 2) / 2) ^ 2 := by ring
    show √((μ * ν) ^ 2 + (0 : ℝ) ^ 2 + ((μ ^ 2 - ν ^ 2) / 2) ^ 2) = _
    rw [h1, Real.sqrt_sq (by positivity)]
  have hE : energy 1 (semiPos μ ν) ![p, 0, q]
      = (p ^ 2 + q ^ 2) / 2 - 2 / (μ ^ 2 + ν ^ 2) + (μ * ν) ^ 2 / 8 := by
    unfold energy
    rw [hR, one_div_div]
    show (p ^ 2 + (0 : ℝ) ^ 2 + q ^ 2) / 2 - 2 / (μ ^ 2 + ν ^ 2)
      + (1 : ℝ) ^ 2 / 8 * ((μ * ν) ^ 2 + (0 : ℝ) ^ 2) = _
    ring
  -- multiplying by `μ² + ν²` turns the Coulomb term into the constant `2`
  have hC : (μ ^ 2 + ν ^ 2) * (2 / (μ ^ 2 + ν ^ 2)) = 2 := mul_div_cancel₀ 2 hs
  have key : regularH e μ ν (pMu μ ν p q) (pNu μ ν p q)
      = 2 + (μ ^ 2 + ν ^ 2) * (energy 1 (semiPos μ ν) ![p, 0, q] - e) := by
    rw [hE]
    unfold regularH pMu pNu
    linear_combination hC
  rw [key]
  constructor
  · intro h1
    rw [h1]
    ring
  · intro h1
    have h2 : (μ ^ 2 + ν ^ 2) * (energy 1 (semiPos μ ν) ![p, 0, q] - e) = 0 := by linarith
    exact sub_eq_zero.mp ((mul_eq_zero.mp h2).resolve_left hs)

/-- In any field `B > 0`, a rescaled meridional state away from the nucleus has energy
`B^(2/3) e` iff the regularised Hamiltonian, which does not contain `B`, equals `2`. -/
theorem regularisation_any_field {B μ ν : ℝ} (hB : 0 < B) (h : μ ≠ 0 ∨ ν ≠ 0) (e p q : ℝ) :
    energy B (B ^ (-2 / 3 : ℝ) • semiPos μ ν) (B ^ (1 / 3 : ℝ) • ![p, 0, q])
        = B ^ (2 / 3 : ℝ) * e ↔
      regularH e μ ν (pMu μ ν p q) (pNu μ ν p q) = 2 := by
  have hE : energy B (B ^ (-2 / 3 : ℝ) • semiPos μ ν) (B ^ (1 / 3 : ℝ) • ![p, 0, q])
      = B ^ (2 / 3 : ℝ) * energy 1 (semiPos μ ν) ![p, 0, q] :=
    (field_scaling hB (fun _ => semiPos μ ν) (fun _ => ![p, 0, q])).2 0
  rw [hE, mul_right_inj' (Real.rpow_pos_of_pos hB _).ne', regularisation h]

end DiamagneticKepler
```

```lean
#print axioms DiamagneticKepler.field_scaling
#print axioms DiamagneticKepler.momenta_canonical
#print axioms DiamagneticKepler.regularisation_any_field
```

```
'DiamagneticKepler.field_scaling' depends on axioms: [propext, Classical.choice, Quot.sound]
'DiamagneticKepler.momenta_canonical' depends on axioms: [propext, Classical.choice, Quot.sound]
'DiamagneticKepler.regularisation_any_field' depends on axioms: [propext, Classical.choice, Quot.sound]
```

## From homogeneity to the scaling law in Lean

`radius_smul`, `accel_smul` and `energy_smul` are the three homogeneity relations. The acceleration is checked component by component, with `ring` closing each case. For the energy, `linear_combination` inserts $c^2k^2=1/c$ into the kinetic and diamagnetic terms.

`IsTrajectory.rescale` applies the chain rule through `scomp`, once for position and once for velocity, and then uses `accel_smul` to recognise the new force. In `field_scaling`, the facts `hv`, `hE` and `h3` settle the powers of $B$. After that, `generalize` replaces $B^{-2/3}$ by a plain positive number $c$. One direction is `rescale` itself; the other applies it with $c^{-1}$ and $B^{-1}$ and simplifies the composition back to the original curves.

`circular_orbit_witness` computes the radius from $\sin^2+\cos^2=1$, shows that the force is centripetal, and differentiates each component.

## The regularisation proof

`momenta_canonical` proves the identity for $p\,d\rho+q\,dz$ along any differentiable curve, using the product and power rules.

In `regularisation`, `hR` is the formula for $R$ and `hE` writes out $H$. The central step is `key`, the identity $K=2+(\mu^2+\nu^2)(H-e)$. Its proof uses `hC`, where the Coulomb term becomes the constant 2. Both directions follow, with `hs` allowing the nonzero factor to be cancelled.

`regularisation_any_field` applies the energy part of `field_scaling` to constant curves, cancels $B^{2/3}$ and invokes `regularisation`.
